# The Powell update keeps a zero mode only if the step is orthogonal to it or the secant residual vanishes

Take two particles on a line, joined by a spring. The approximate Hessian $B$ has spring constant 1, while the true spring constant is 2. Move only the first particle, by one unit. The step $s$, the gradient change $y$ and the uniform translation $u$ are

$$B=\begin{pmatrix}1&-1\\-1&1\end{pmatrix},\quad s=\begin{pmatrix}1\\0\end{pmatrix},\quad y=\begin{pmatrix}2\\-2\end{pmatrix},\quad u=\begin{pmatrix}1\\1\end{pmatrix}.$$

The old Hessian predicts the gradient change $Bs=(1,-1)$, so the residual is $r=y-Bs=(1,-1)$. The Powell update

$$B_+=B+\frac{rs^T+sr^T}{\langle s,s\rangle}-\frac{\langle r,s\rangle}{\langle s,s\rangle^2}\,ss^T$$

gives

$$B_+=\begin{pmatrix}2&-2\\-2&1\end{pmatrix},\qquad B_+u=\begin{pmatrix}0\\-1\end{pmatrix}.$$

Three entries now agree with the true Hessian. The fourth, which the step did not probe, keeps its old value, and translating both particles together now appears to produce a force. Two coordinates are the fewest in which this can happen: with one coordinate and $u\neq0$, the conditions $Bu=0$ and $\langle y,u\rangle=0$ force $B=0$ and $y=0$, hence $r=0$.

In general, the coordinates are indexed by a finite type `n`, vectors are functions `n → ℝ`, `⬝ᵥ` is the unweighted dot product and `*ᵥ` applies a matrix to a vector. The residual $r$ is `secantResidual B s y`, and $B_+$ is `powellUpdate B s y`, with `vecMulVec` as the outer product.

```lean
import Mathlib

open Matrix

namespace PowellUpdateTranslation

noncomputable section

variable {n : Type*} [Fintype n]

/-- The part of the gradient change `y` that the Hessian `B` fails to predict for the step `s`. -/
def secantResidual (B : Matrix n n ℝ) (s y : n → ℝ) : n → ℝ := y - B *ᵥ s

/-- The Powell symmetric update of the approximate Hessian `B` for the step `s` and the
gradient change `y`. -/
def powellUpdate (B : Matrix n n ℝ) (s y : n → ℝ) : Matrix n n ℝ :=
  B + (1 / (s ⬝ᵥ s)) •
      (vecMulVec (secantResidual B s y) s + vecMulVec s (secantResidual B s y))
    - ((secantResidual B s y ⬝ᵥ s) / (s ⬝ᵥ s) ^ 2) • vecMulVec s s
```

Since $(ab^T)v=\langle b,v\rangle a$, the update acts on any displacement $v$ as

$$B_+v=Bv+\frac{\langle s,v\rangle}{\langle s,s\rangle}\,r+\left(\frac{\langle r,v\rangle}{\langle s,s\rangle}-\frac{\langle r,s\rangle\langle s,v\rangle}{\langle s,s\rangle^2}\right)s .$$

The next two lemmas state these identities. Neither needs a hypothesis, and both are proved by comparing components.

```lean
/-- The outer product of `a` and `b` sends `v` to `a` times the overlap of `b` with `v`. -/
theorem outer_mulVec (a b v : n → ℝ) : vecMulVec a b *ᵥ v = (b ⬝ᵥ v) • a := by
  ext i
  simp only [Matrix.mulVec, dotProduct, Matrix.vecMulVec_apply, Pi.smul_apply, smul_eq_mul,
    Finset.sum_mul]
  exact Finset.sum_congr rfl (fun j _ => by ring)

/-- The action of the Powell-updated Hessian on an arbitrary displacement `v`. -/
theorem powellUpdate_mulVec (B : Matrix n n ℝ) (s y v : n → ℝ) :
    powellUpdate B s y *ᵥ v = B *ᵥ v + ((s ⬝ᵥ v) / (s ⬝ᵥ s)) • secantResidual B s y
      + ((secantResidual B s y ⬝ᵥ v) / (s ⬝ᵥ s)
        - (secantResidual B s y ⬝ᵥ s) * (s ⬝ᵥ v) / (s ⬝ᵥ s) ^ 2) • s := by
  unfold powellUpdate
  simp only [Matrix.sub_mulVec, Matrix.add_mulVec, Matrix.smul_mulVec, outer_mulVec]
  ext i
  simp only [Pi.add_apply, Pi.sub_apply, Pi.smul_apply, smul_eq_mul]
  ring
```

## Symmetry of the Hessian

The hypothesis `hB : B.IsSymm` says that $B$ has the symmetry of a matrix of second derivatives. By hand it is used once, to move $B$ from the step to the zero mode: $\langle Bs,u\rangle=\langle s,Bu\rangle$. In the code this is the intermediate statement `h` in `secantResidual_dot_zeroMode`, below.

Without symmetry, a step orthogonal to $u$ no longer protects the mode. Take $B=\begin{pmatrix}0&1\\0&0\end{pmatrix}$, $u=(1,0)$, $s=(0,1)$ and $y=0$. Then $Bu=0$ and $\langle s,u\rangle=0$, but $r=(-1,0)$ and $B_+u=(0,-1)$.

## A gradient change with no component along the mode

If the energy does not change under a translation $u$, the gradient is orthogonal to $u$ at every geometry, and so is the difference of two gradients. This is `hy : y ⬝ᵥ u = 0`. An external field, or numerical error in the gradient, can violate it. Together with symmetry and $Bu=0$ it gives

$$\langle r,u\rangle=\langle y,u\rangle-\langle Bs,u\rangle=0-\langle s,Bu\rangle=0 .$$

```lean
/-- If `u` is a zero mode of the symmetric Hessian `B` and the gradient change has no component
along `u`, then the secant residual has no component along `u` either. -/
theorem secantResidual_dot_zeroMode {B : Matrix n n ℝ} {s y u : n → ℝ}
    (hB : B.IsSymm) (hu : B *ᵥ u = 0) (hy : y ⬝ᵥ u = 0) :
    secantResidual B s y ⬝ᵥ u = 0 := by
  -- symmetry moves the Hessian from the step onto the zero mode
  have h : (B *ᵥ s) ⬝ᵥ u = s ⬝ᵥ (B *ᵥ u) := by
    rw [dotProduct_comm (B *ᵥ s) u, Matrix.dotProduct_mulVec, ← Matrix.mulVec_transpose,
      hB.eq, dotProduct_comm (B *ᵥ u) s]
  rw [secantResidual, sub_dotProduct, h, hu, hy, dotProduct_zero, sub_zero]
```

Without this condition, $r$ can have a component along $u$, which the update writes into the Hessian. With $B=0$, $s=(1,-1)$, $y=(1,1)$ and $u=(1,1)$, the step is orthogonal to $u$, yet $B_+u=(1,-1)$.

## A zero mode of the old Hessian

The hypothesis `hu : B *ᵥ u = 0` says that the approximate Hessian assigns no restoring force to $u$. It enters twice: in the orthogonality above, and in removing the term $Bu$ when $v=u$ is inserted into the action of the update. What remains is

$$B_+u=\frac{\langle s,u\rangle}{\langle s,s\rangle}\left(r-\frac{\langle r,s\rangle}{\langle s,s\rangle}\,s\right).$$

The proof makes the same two substitutions and then compares components.

```lean
/-- If `B` is symmetric and the gradient change has no component along `u`, the updated Hessian
sends the old zero mode `u` to the part of the residual orthogonal to the step, scaled by the
overlap of the step with `u` over the squared step length. -/
theorem powellUpdate_mulVec_zeroMode {B : Matrix n n ℝ} {s y u : n → ℝ}
    (hB : B.IsSymm) (hu : B *ᵥ u = 0) (hy : y ⬝ᵥ u = 0) :
    powellUpdate B s y *ᵥ u = ((s ⬝ᵥ u) / (s ⬝ᵥ s)) •
      (secantResidual B s y - ((secantResidual B s y ⬝ᵥ s) / (s ⬝ᵥ s)) • s) := by
  rw [powellUpdate_mulVec, hu, secantResidual_dot_zeroMode hB hu hy]
  ext i
  simp only [Pi.add_apply, Pi.sub_apply, Pi.smul_apply, Pi.zero_apply, smul_eq_mul]
  ring
```

Without $Bu=0$ there is no zero mode to preserve. If $r=0$, for instance, the update returns $B$ itself, and any nonzero $Bu$ stays.

## A nonzero step

The hypothesis `hs : s ≠ 0` says that the geometry has moved, which the formula needs because it divides by $\langle s,s\rangle$. In the proof it supplies $\langle s,s\rangle\neq0$, so that the prefactor $\langle s,u\rangle/\langle s,s\rangle$ is nonzero whenever $\langle s,u\rangle$ is.

Suppose $B_+u=0$ and $\langle s,u\rangle\neq0$. The bracket must vanish, so $r=ks$ for some number $k$. Then $0=\langle r,u\rangle=k\langle s,u\rangle$ gives $k=0$, hence $r=0$. Conversely, if $\langle s,u\rangle=0$ the prefactor vanishes, and if $r=0$ the bracket does. In words, the theorem says that the updated Hessian annihilates $u$ if and only if the step is orthogonal to $u$ or the old Hessian already predicted the gradient change exactly.

```lean
/-- For a symmetric Hessian, a nonzero step and a gradient change with no component along `u`, the
Powell update keeps the zero mode `u` if and only if the step is orthogonal to `u` or the old
Hessian already predicts the gradient change exactly. -/
theorem powellUpdate_zeroMode_iff {B : Matrix n n ℝ} {s y u : n → ℝ}
    (hB : B.IsSymm) (hu : B *ᵥ u = 0) (hy : y ⬝ᵥ u = 0) (hs : s ≠ 0) :
    powellUpdate B s y *ᵥ u = 0 ↔ s ⬝ᵥ u = 0 ∨ secantResidual B s y = 0 := by
  have hss : s ⬝ᵥ s ≠ 0 := fun h => hs (dotProduct_self_eq_zero.mp h)
  rw [powellUpdate_mulVec_zeroMode hB hu hy]
  constructor
  · intro h
    by_cases hsu : s ⬝ᵥ u = 0
    · exact Or.inl hsu
    · right
      -- the residual must be parallel to the step
      have h' := (smul_eq_zero.mp h).resolve_left (div_ne_zero hsu hss)
      obtain ⟨k, hk⟩ : ∃ k : ℝ, secantResidual B s y = k • s := ⟨_, sub_eq_zero.mp h'⟩
      -- but it is orthogonal to the zero mode, while the step is not
      have h0 := secantResidual_dot_zeroMode (s := s) hB hu hy
      rw [hk, smul_dotProduct, smul_eq_mul] at h0
      rw [hk, (mul_eq_zero.mp h0).resolve_right hsu, zero_smul]
  · rintro (h | h)
    · rw [h, zero_div, zero_smul]
    · rw [h, zero_dotProduct, zero_div, zero_smul, sub_zero, smul_zero]
```

The case split on `hsu` separates the two alternatives; `hk` is the equation $r=ks$, and `h0` is the orthogonality that forces $k=0$. At $s=0$ Lean's convention $1/0=0$ would return $B$ unchanged, and both sides of the equivalence would be true. The hypothesis `hs` is therefore not logically necessary in Lean; it excludes a case in which the written formula is undefined.

## Invariance under all rigid translations

For atoms in three dimensions, coordinates are pairs in `ι × Fin 3`, an atom and a Cartesian direction, and `translation d` moves every atom by the same vector $d$. Its overlap with a step is

$$\langle s,\mathrm{translation}(d)\rangle=\sum_k d_k\sum_i s_{ik}.$$

The zero-mode hypothesis becomes `hT`, for every $d$, and the gradient hypothesis becomes zero total gradient change in each direction. The conclusion is that all translations survive exactly when the step has zero total displacement in each direction, or $r=0$. The sum is unweighted, so the fixed point is the centroid and not the centre of mass.

```lean
/-- The rigid translation of all atoms by the same vector `d`. -/
def translation {ι : Type*} (d : Fin 3 → ℝ) : ι × Fin 3 → ℝ := fun p => d p.2

/-- The overlap of a displacement with the rigid translation by `d` is the sum, over the Cartesian
directions, of the component of `d` times the total displacement in that direction. -/
theorem dot_translation {ι : Type*} [Fintype ι] (s : ι × Fin 3 → ℝ) (d : Fin 3 → ℝ) :
    s ⬝ᵥ translation d = ∑ k, d k * ∑ i, s (i, k) := by
  simp only [dotProduct, translation]
  rw [Fintype.sum_prod_type_right]
  refine Finset.sum_congr rfl fun k _ => ?_
  rw [Finset.mul_sum]
  exact Finset.sum_congr rfl fun i _ => mul_comm _ _

/-- For a symmetric, translationally invariant Hessian, a nonzero step and a gradient change with
zero total in each direction, the Powell update is translationally invariant if and only if the step
has zero total displacement in each direction or the secant residual vanishes. -/
theorem powellUpdate_translation_iff {ι : Type*} [Fintype ι]
    {B : Matrix (ι × Fin 3) (ι × Fin 3) ℝ} {s y : ι × Fin 3 → ℝ} (hB : B.IsSymm)
    (hT : ∀ d, B *ᵥ translation d = 0) (hy : ∀ k, ∑ i, y (i, k) = 0) (hs : s ≠ 0) :
    (∀ d, powellUpdate B s y *ᵥ translation d = 0) ↔
      (∀ k, ∑ i, s (i, k) = 0) ∨ secantResidual B s y = 0 := by
  have key := fun d => powellUpdate_zeroMode_iff hB (hT d)
    (show y ⬝ᵥ translation d = 0 by rw [dot_translation]; simp [hy]) hs
  constructor
  · intro h
    by_cases hr : secantResidual B s y = 0
    · exact Or.inr hr
    · left
      intro k
      -- test with the unit translation along direction k
      have h1 := ((key (Pi.single k 1)).mp (h _)).resolve_right hr
      rw [dot_translation] at h1
      simpa [Pi.single_apply] using h1
  · rintro (h | h) d
    · exact (key d).mpr (Or.inl (by rw [dot_translation]; simp [h]))
    · exact (key d).mpr (Or.inr h)
```

The proof applies the single-mode theorem to each $d$. To recover the condition on direction $k$, it tests with the unit translation `Pi.single k 1`.

For a saddle search in Cartesian coordinates, this means that, under these hypotheses, one exact Powell update of a translationally invariant Hessian after a step that shifts the centroid gives some translation a spurious response, unless $r=0$. A step that solves $(B-\lambda I)s=-g$ with $\lambda\neq0$ does not shift the centroid if the gradient $g$ has zero total in each direction: taking the overlap with a translation gives $\lambda\langle s,\mathrm{translation}(d)\rangle=0$. A shift can arise when only some of the atoms are moved, as in the opening example. Rotations are not treated: their displacement vectors change with the geometry, so the gradient change need not be orthogonal to a fixed one.

The two-particle example on a line satisfies the hypotheses of the single-mode theorem and has $\langle s,u\rangle=1$ and $r\neq0$. The following theorem checks its symmetry, its zero mode, the gradient condition and the value $B_+u=(0,-1)$.

```lean
/-- Two particles on a line joined by a spring: moving only the first one makes the Powell update
lose the translation `(1, 1)` as a zero mode. -/
theorem powellUpdate_breaks_translation_witness :
    (!![1, -1; -1, 1] : Matrix (Fin 2) (Fin 2) ℝ).IsSymm ∧
    (!![1, -1; -1, 1] : Matrix (Fin 2) (Fin 2) ℝ) *ᵥ ![1, 1] = 0 ∧
    (![2, -2] : Fin 2 → ℝ) ⬝ᵥ ![1, 1] = 0 ∧
    powellUpdate !![1, -1; -1, 1] ![1, 0] ![2, -2] *ᵥ ![1, 1] = ![0, -1] := by
  refine ⟨Matrix.IsSymm.ext fun i j => by fin_cases i <;> fin_cases j <;> simp, ?_, ?_, ?_⟩
  · ext i
    fin_cases i <;> simp [Matrix.mulVec, dotProduct, Fin.sum_univ_succ]
  · simp [dotProduct, Fin.sum_univ_succ]
  · rw [powellUpdate_mulVec]
    ext i
    fin_cases i <;>
      simp only [secantResidual, Matrix.mulVec, dotProduct, Fin.sum_univ_two, Pi.add_apply,
        Pi.sub_apply, Pi.smul_apply, smul_eq_mul] <;> norm_num
```

## A step with its component along the mode removed

Replace $s$ by $p=s-cu$, with $c$ chosen so that $\langle p,u\rangle=0$; for $u\neq0$ this means $c=\langle s,u\rangle/\langle u,u\rangle$. The orthogonality is `hc`, and the main theorem then gives $B_+u=0$ for the update built from $p$. Without it, the mode is lost again unless the residual vanishes.

The hypothesis `hne` says that $p\neq0$, so the step was more than a displacement along $u$. It permits division by $\langle p,p\rangle$. Setting $v=p$ in the action of the update, with residual $y-Bp$, makes the coefficient of $p$ cancel:

$$B_+p=Bp+(y-Bp)=y,\qquad B_+s=B_+p+c\,B_+u=y .$$

The original step is therefore still mapped to the gradient change. In the proof, `hsec` is the first equation, and the final rewriting removes the term in $u$. If $p=0$, the step carries no information about the other modes.

```lean
/-- Let `B` be symmetric with zero mode `u`, and let the gradient change have no component along
`u`. If the component of the step along `u` is removed before the Powell update and the rest of the
step is nonzero, the new Hessian keeps `u` as a zero mode and still maps the original step to the
gradient change. -/
theorem powellUpdate_projected_step {B : Matrix n n ℝ} {s y u : n → ℝ} {c : ℝ}
    (hB : B.IsSymm) (hu : B *ᵥ u = 0) (hy : y ⬝ᵥ u = 0)
    (hc : (s - c • u) ⬝ᵥ u = 0) (hne : s - c • u ≠ 0) :
    powellUpdate B (s - c • u) y *ᵥ u = 0 ∧ powellUpdate B (s - c • u) y *ᵥ s = y := by
  have h0 := (powellUpdate_zeroMode_iff hB hu hy hne).mpr (Or.inl hc)
  refine ⟨h0, ?_⟩
  have hpp : (s - c • u) ⬝ᵥ (s - c • u) ≠ 0 := fun h => hne (dotProduct_self_eq_zero.mp h)
  -- the secant condition for the projected step
  have hsec : powellUpdate B (s - c • u) y *ᵥ (s - c • u) = y := by
    rw [powellUpdate_mulVec, div_self hpp, pow_two, mul_div_mul_right _ _ hpp, sub_self,
      one_smul, zero_smul, add_zero, secantResidual, add_sub_cancel]
  -- the removed component does not contribute
  rw [Matrix.mulVec_sub, Matrix.mulVec_smul, h0, smul_zero, sub_zero] at hsec
  exact hsec
```

## A correction that needs no condition on the step

A correction $a\,rr^T$ needs only the hypotheses that gave $\langle r,u\rangle=0$:

$$(B+a\,rr^T)u=Bu+a\langle r,u\rangle r=0 .$$

This holds for every step $s$ and every real coefficient $a$. The symmetric rank-one update is the choice $a=1/\langle r,s\rangle$ when that denominator is nonzero. The Powell update differs because its outer products contain $s$, which may overlap with $u$.

```lean
/-- For a symmetric Hessian and a gradient change with no component along `u`, a symmetric rank-one
correction along the secant residual, with any coefficient `a`, keeps the zero mode `u` for every
step. -/
theorem rankOne_zeroMode {B : Matrix n n ℝ} {y u : n → ℝ} (hB : B.IsSymm)
    (hu : B *ᵥ u = 0) (hy : y ⬝ᵥ u = 0) (s : n → ℝ) (a : ℝ) :
    (B + a • vecMulVec (secantResidual B s y) (secantResidual B s y)) *ᵥ u = 0 := by
  rw [Matrix.add_mulVec, Matrix.smul_mulVec, outer_mulVec, hu,
    secantResidual_dot_zeroMode hB hu hy, zero_smul, smul_zero, add_zero]

end

end PowellUpdateTranslation
```

```lean
#print axioms PowellUpdateTranslation.powellUpdate_zeroMode_iff
#print axioms PowellUpdateTranslation.powellUpdate_translation_iff
#print axioms PowellUpdateTranslation.powellUpdate_projected_step
#print axioms PowellUpdateTranslation.rankOne_zeroMode
```

```
'PowellUpdateTranslation.powellUpdate_zeroMode_iff' depends on axioms: [propext, Classical.choice, Quot.sound]
'PowellUpdateTranslation.powellUpdate_translation_iff' depends on axioms: [propext, Classical.choice, Quot.sound]
'PowellUpdateTranslation.powellUpdate_projected_step' depends on axioms: [propext, Classical.choice, Quot.sound]
'PowellUpdateTranslation.rankOne_zeroMode' depends on axioms: [propext, Classical.choice, Quot.sound]
```
